# Holomorphic UHF in the Hubbard dimer: the spin-swapped pair coalesces at a single ratio of repulsion to hopping

Two electrons of opposite spin share two sites. When repulsion dominates, unrestricted Hartree–Fock (UHF) can put the up electron mostly on one site and the down electron mostly on the other; swapping the spins gives a second solution. When hopping dominates, this pair is lost among real orbitals, and a nonorthogonal CI expansion built on it loses its basis. Holomorphic UHF removes complex conjugation from the energy and lets the orbitals become complex. For this two-site model, the problems below determine where the pair is real, where it is complex, and where its two members cease to be independent.

## The dimer without complex conjugation

Label the sites 0 and 1, and let \(g\) and \(u\) be the normalised even and odd combinations of the site orbitals.

```lean
import Mathlib

open Complex

namespace HolomorphicHubbardDimer

noncomputable section

/-- The even combination `g` of the two site orbitals. -/
def gerade : Fin 2 → ℂ := ![((√2 : ℝ) : ℂ)⁻¹, ((√2 : ℝ) : ℂ)⁻¹]

/-- The odd combination `u` of the two site orbitals. -/
def ungerade : Fin 2 → ℂ := ![((√2 : ℝ) : ℂ)⁻¹, -((√2 : ℝ) : ℂ)⁻¹]
```

For complex \(z\), take the orbital \(\varphi_z=\cos z\,g+\sin z\,u\). A determinant has amplitudes \(\Psi_{zw}(i,j)=\varphi_z(i)\varphi_w(j)\), with the up electron on site \(i\) and the down electron on site \(j\).

```lean
/-- The orbital `cos z g + sin z u` with a complex mixing angle `z`. -/
def orbital (z : ℂ) : Fin 2 → ℂ := Complex.cos z • gerade + Complex.sin z • ungerade

/-- The determinant with the spin-up electron in the orbital of angle `z` and the spin-down
electron in the orbital of angle `w`, as amplitudes on pairs of sites. -/
def slater (z w : ℂ) : Fin 2 → Fin 2 → ℂ := fun i j => orbital z i * orbital w j
```

The Hamiltonian \(H\) has hopping amplitude \(-t\) and on-site repulsion \(U\), both real. In `hubbard`, `1 - i` is the other site.

```lean
/-- The Hubbard Hamiltonian on one up and one down electron: hopping `-t` of either electron
to the other site, and repulsion `U` when both are on the same site. -/
def hubbard (t U : ℝ) (Ψ : Fin 2 → Fin 2 → ℂ) : Fin 2 → Fin 2 → ℂ := fun i j =>
  -(t : ℂ) * (Ψ (1 - i) j + Ψ i (1 - j)) + if i = j then (U : ℂ) * Ψ i j else 0
```

The product \((\Psi|\Phi)=\sum_{ij}\Psi(i,j)\Phi(i,j)\) has no conjugation, and \(E(z,w)=(\Psi_{zw}|H\Psi_{zw})\). No denominator is needed, because part (b) gives every determinant bilinear norm 1.

```lean
/-- The bilinear product of two states, without complex conjugation. -/
def bilin (Ψ Φ : Fin 2 → Fin 2 → ℂ) : ℂ := ∑ i, ∑ j, Ψ i j * Φ i j

/-- The bilinear (holomorphic) energy of a determinant. -/
def energy (t U : ℝ) (z w : ℂ) : ℂ := bilin (slater z w) (hubbard t U (slater z w))
```

`IsStationary` concerns the determinant with angles \((z,-z)\). It requires a zero complex derivative in each angle separately, not merely along the line \(w=-z\). It does not require a minimum.

```lean
/-- The determinant with angles `z` and `-z` is stationary when the holomorphic energy has zero
derivative with respect to each of the two orbital angles separately. -/
def IsStationary (t U : ℝ) (z : ℂ) : Prop :=
  HasDerivAt (fun x => energy t U x (-z)) 0 z ∧ HasDerivAt (fun y => energy t U z y) 0 (-z)
```

The spin-swapped pair is \(\Psi_{z,-z}\), \(\Psi_{-z,z}\), and `gramDet` is the determinant of its \(2\times2\) bilinear overlap matrix.

```lean
/-- The determinant of the bilinear overlap matrix of the spin-swapped pair. -/
def gramDet (z : ℂ) : ℂ :=
  Matrix.det !![bilin (slater z (-z)) (slater z (-z)), bilin (slater z (-z)) (slater (-z) z);
    bilin (slater (-z) z) (slater z (-z)), bilin (slater (-z) z) (slater (-z) z)]
```

## (a) Products of site amplitudes

Show that
\[
\begin{aligned}
\varphi_z(0)\varphi_w(0)&=\tfrac12[\cos(z-w)+\sin(z+w)],\\
\varphi_z(1)\varphi_w(1)&=\tfrac12[\cos(z-w)-\sin(z+w)],\\
\varphi_z(0)\varphi_w(1)&=\tfrac12[\cos(z+w)+\sin(z-w)].
\end{aligned}
\]

The amplitudes are \(\varphi_z(0)=(\cos z+\sin z)/\sqrt2\) and \(\varphi_z(1)=(\cos z-\sin z)/\sqrt2\). Multiply out and collect terms with the addition formulas. In Lean, `h0` and `h1` are these amplitudes, and `a2` supplies the factor \(\tfrac12\).

```lean
/-- Products of the site amplitudes of two orbitals, in terms of their mixing angles. -/
theorem orbital_mul (z w : ℂ) :
    orbital z 0 * orbital w 0 = (Complex.cos (z - w) + Complex.sin (z + w)) / 2 ∧
    orbital z 1 * orbital w 1 = (Complex.cos (z - w) - Complex.sin (z + w)) / 2 ∧
    orbital z 0 * orbital w 1 = (Complex.cos (z + w) + Complex.sin (z - w)) / 2 := by
  have a2 : (((√2 : ℝ) : ℂ)⁻¹) ^ 2 = 1 / 2 := by
    rw [inv_pow, ← Complex.ofReal_pow, Real.sq_sqrt (by norm_num)]
    norm_num
  have h0 : ∀ x, orbital x 0 = (Complex.cos x + Complex.sin x) * ((√2 : ℝ) : ℂ)⁻¹ := by
    intro x
    change Complex.cos x * ((√2 : ℝ) : ℂ)⁻¹ + Complex.sin x * ((√2 : ℝ) : ℂ)⁻¹ = _
    ring
  have h1 : ∀ x, orbital x 1 = (Complex.cos x - Complex.sin x) * ((√2 : ℝ) : ℂ)⁻¹ := by
    intro x
    change Complex.cos x * ((√2 : ℝ) : ℂ)⁻¹ + Complex.sin x * (-((√2 : ℝ) : ℂ)⁻¹) = _
    ring
  rw [h0, h0, h1, h1, Complex.cos_sub, Complex.sin_add, Complex.cos_add, Complex.sin_sub]
  refine ⟨?_, ?_, ?_⟩
  · linear_combination
      ((Complex.cos z + Complex.sin z) * (Complex.cos w + Complex.sin w)) * a2
  · linear_combination
      ((Complex.cos z - Complex.sin z) * (Complex.cos w - Complex.sin w)) * a2
  · linear_combination
      ((Complex.cos z + Complex.sin z) * (Complex.cos w - Complex.sin w)) * a2
```

## (b) Overlap of two determinants

Show that \((\Psi_{zw}|\Psi_{z'w'})=\cos(z-z')\cos(w-w')\).

The double sum factorises into one sum per spin. Adding the first two identities of (a) gives \(\sum_i\varphi_z(i)\varphi_{z'}(i)=\cos(z-z')\), which is `key`; the other spin works alike.

```lean
/-- The bilinear overlap of two determinants is the product of the cosines of the angle
differences, one for each spin. -/
theorem slater_overlap (z w z' w' : ℂ) :
    bilin (slater z w) (slater z' w') = Complex.cos (z - z') * Complex.cos (w - w') := by
  have key : ∀ x y, orbital x 0 * orbital y 0 + orbital x 1 * orbital y 1
      = Complex.cos (x - y) := by
    intro x y
    obtain ⟨p, q, _⟩ := orbital_mul x y
    linear_combination p + q
  rw [← key z z', ← key w w']
  simp only [bilin, slater, Fin.sum_univ_two]
  ring
```

## (c) Energy for independent angles

Show that
\[
E(z,w)=-t(\cos2z+\cos2w)+\tfrac U2(1+\sin2z\sin2w).
\]

Equal angles in (a) give \(\varphi_z(0)^2=\tfrac12(1+\sin2z)\), \(\varphi_z(1)^2=\tfrac12(1-\sin2z)\) and \(\varphi_z(0)\varphi_z(1)=\tfrac12\cos2z\). Hopping of the up electron contributes \(-2t\,\varphi_z(0)\varphi_z(1)=-t\cos2z\), since the down orbital has norm 1; the down electron contributes \(-t\cos2w\). The repulsion is
\[
\tfrac U4[(1+\sin2z)(1+\sin2w)+(1-\sin2z)(1-\sin2w)]=\tfrac U2(1+\sin2z\sin2w).
\]
The step `expand` separates the same contributions, and `site` evaluates them.

```lean
/-- The holomorphic energy of a determinant with arbitrary complex angles for the two spins. -/
theorem energy_eq (t U : ℝ) (z w : ℂ) :
    energy t U z w = -(t : ℂ) * (Complex.cos (2 * z) + Complex.cos (2 * w))
      + (U : ℂ) / 2 * (1 + Complex.sin (2 * z) * Complex.sin (2 * w)) := by
  have site : ∀ x, orbital x 0 * orbital x 0 = (1 + Complex.sin (2 * x)) / 2 ∧
      orbital x 1 * orbital x 1 = (1 - Complex.sin (2 * x)) / 2 ∧
      orbital x 0 * orbital x 1 = Complex.cos (2 * x) / 2 := by
    intro x
    have h := orbital_mul x x
    rwa [sub_self, Complex.cos_zero, Complex.sin_zero, add_zero, ← two_mul x] at h
  obtain ⟨p, q, r⟩ := site z
  obtain ⟨p', q', r'⟩ := site w
  -- bond orders multiply the hopping, site densities the repulsion
  have expand : energy t U z w =
      -(t : ℂ) * (2 * (orbital z 0 * orbital z 1)
          * (orbital w 0 * orbital w 0 + orbital w 1 * orbital w 1)
        + 2 * (orbital w 0 * orbital w 1)
          * (orbital z 0 * orbital z 0 + orbital z 1 * orbital z 1))
      + (U : ℂ) * ((orbital z 0 * orbital z 0) * (orbital w 0 * orbital w 0)
        + (orbital z 1 * orbital z 1) * (orbital w 1 * orbital w 1)) := by
    simp [energy, bilin, hubbard, slater, Fin.sum_univ_two]
    ring
  rw [expand, p, q, r, p', q', r']
  ring
```

## (d) Energy of the paired orbitals

Show that \(E(z,-z)=-2t\cos2z+\tfrac U2\cos^22z\).

Put \(w=-z\) in (c). The repulsion becomes \(\tfrac U2(1-\sin^22z)=\tfrac U2\cos^22z\).

```lean
/-- With orbitals `cos z g ± sin z u` the holomorphic energy is
`-2t cos 2z + (U/2) cos² 2z`. -/
theorem energy_paired (t U : ℝ) (z : ℂ) :
    energy t U z (-z)
      = -2 * (t : ℂ) * Complex.cos (2 * z) + (U : ℂ) / 2 * Complex.cos (2 * z) ^ 2 := by
  rw [energy_eq, mul_neg, Complex.cos_neg, Complex.sin_neg]
  linear_combination (-(U : ℂ) / 2) * Complex.sin_sq_add_cos_sq (2 * z)
```

## (e) Stationary determinants

For \(U>0\), show that \((z,-z)\) is stationary exactly when \(\sin2z=0\) or \(\cos2z=2t/U\).

From (c), \(\partial_zE=2t\sin2z+U\cos2z\sin2w\). At \(w=-z\) this is
\[
\sin2z\,(2t-U\cos2z),
\]
which vanishes exactly under the stated condition. Since \(E(z,w)=E(w,z)\), the derivative in the other angle is the negative of this expression and vanishes with it. The solutions with \(\sin2z=0\) put both electrons in \(g\) or both in \(u\), and swapping the spins leaves them unchanged. The spin-swapped pair of the introduction lies on the other branch, \(\cos2z=2t/U\), which the remaining parts follow. In the proof, `deriv1` is the general derivative; its uniqueness gives one direction, and spin exchange completes the other.

```lean
/-- For `U > 0` the determinant with orbitals `cos z g ± sin z u` is stationary under separate
variation of both orbital angles exactly when `sin 2z = 0` or `cos 2z = 2t/U`. -/
theorem stationary_iff (t U : ℝ) (hU : 0 < U) (z : ℂ) :
    IsStationary t U z ↔ Complex.sin (2 * z) = 0 ∨ Complex.cos (2 * z) = 2 * t / U := by
  have hU' : (U : ℂ) ≠ 0 := by exact_mod_cast hU.ne'
  have deriv1 : ∀ x w : ℂ, HasDerivAt (fun x => energy t U x w)
      (2 * t * Complex.sin (2 * x) + U * Complex.cos (2 * x) * Complex.sin (2 * w)) x := by
    intro x w
    have h2 : HasDerivAt (fun x : ℂ => 2 * x) 2 x := by
      simpa using (hasDerivAt_id x).const_mul (2 : ℂ)
    have h := ((h2.ccos.add_const (Complex.cos (2 * w))).const_mul (-(t : ℂ))).fun_add
      (((h2.csin.mul_const (Complex.sin (2 * w))).const_add 1).const_mul ((U : ℂ) / 2))
    simp only [energy_eq]
    exact h.congr_deriv (by ring)
  unfold IsStationary
  constructor
  · rintro ⟨h1, _⟩
    have h := h1.unique (deriv1 z (-z))
    rw [mul_neg, Complex.sin_neg] at h
    have key : Complex.sin (2 * z) * (2 * t - U * Complex.cos (2 * z)) = 0 := by
      linear_combination -h
    rcases mul_eq_zero.mp key with h | h
    · exact Or.inl h
    · right
      rw [eq_div_iff hU']
      linear_combination -h
  · intro h
    have key : Complex.sin (2 * z) * (2 * t - U * Complex.cos (2 * z)) = 0 := by
      rcases h with h | h
      · rw [h, zero_mul]
      · have h' : Complex.cos (2 * z) * U = 2 * t := by
          rw [h]
          exact div_mul_cancel₀ _ hU'
        linear_combination -Complex.sin (2 * z) * h'
    refine ⟨(deriv1 z (-z)).congr_deriv ?_, ?_⟩
    · rw [mul_neg, Complex.sin_neg]
      linear_combination key
    · -- the energy is symmetric under exchange of the two spins
      have d : HasDerivAt (fun y => energy t U y z) 0 (-z) := by
        refine (deriv1 (-z) z).congr_deriv ?_
        rw [mul_neg, Complex.sin_neg, Complex.cos_neg]
        linear_combination -key
      refine d.congr_of_eventuallyEq (Filter.Eventually.of_forall fun y => ?_)
      change energy t U z y = energy t U y z
      rw [energy_eq, energy_eq]
      ring
```

## (f) Real angles

For \(t,U>0\), show that \(\cos2x=2t/U\) has a real solution \(x\) exactly when \(U\ge2t\).

A real cosine is at most 1, so \(2t/U\le1\). Conversely, \(0<2t/U\le1\) allows \(x=\tfrac12\arccos(2t/U)\), the witness used in Lean.

```lean
/-- For `t, U > 0` the condition `cos 2z = 2t/U` has a real solution exactly when `U ≥ 2t`. -/
theorem real_solution_iff (t U : ℝ) (ht : 0 < t) (hU : 0 < U) :
    (∃ x : ℝ, Complex.cos (2 * (x : ℂ)) = 2 * t / U) ↔ 2 * t ≤ U := by
  constructor
  · rintro ⟨x, hx⟩
    have h : Real.cos (2 * x) = 2 * t / U := by exact_mod_cast hx
    exact (div_le_one hU).mp (h ▸ Real.cos_le_one (2 * x))
  · intro h
    have h0 : 0 < 2 * t / U := by positivity
    have h1 : 2 * t / U ≤ 1 := (div_le_one hU).mpr h
    refine ⟨Real.arccos (2 * t / U) / 2, ?_⟩
    have hc : Real.cos (2 * (Real.arccos (2 * t / U) / 2)) = 2 * t / U := by
      rw [mul_div_cancel₀ _ (two_ne_zero' ℝ), Real.cos_arccos (by linarith) h1]
    exact_mod_cast hc
```

## (g) Imaginary angles

For \(U>0\), show that \(\cos(2iy)=2t/U\) has a real solution \(y\) exactly when \(U\le2t\).

Here \(\cos(2iy)=\cosh2y\ge1\), which forces \(c=2t/U\ge1\). Conversely, take \(y=\tfrac12\ln(c+\sqrt{c^2-1})\). The reciprocal of \(c+\sqrt{c^2-1}\) is \(c-\sqrt{c^2-1}\), so \(\cosh2y\), their average, is \(c\). These are the steps `hinv` and `hcosh`.

```lean
/-- For `U > 0` the condition `cos 2z = 2t/U` has a solution on the imaginary axis exactly
when `U ≤ 2t`. -/
theorem imaginary_solution_iff (t U : ℝ) (hU : 0 < U) :
    (∃ y : ℝ, Complex.cos (2 * ((y : ℂ) * I)) = 2 * t / U) ↔ U ≤ 2 * t := by
  have key : ∀ y : ℝ, Complex.cos (2 * ((y : ℂ) * I)) = (Real.cosh (2 * y) : ℂ) := by
    intro y
    rw [← mul_assoc, Complex.cos_mul_I, Complex.ofReal_cosh, Complex.ofReal_mul,
      Complex.ofReal_ofNat]
  constructor
  · rintro ⟨y, hy⟩
    rw [key] at hy
    have h : Real.cosh (2 * y) = 2 * t / U := by exact_mod_cast hy
    exact (one_le_div hU).mp (h ▸ Real.one_le_cosh (2 * y))
  · intro h
    have hc : 1 ≤ 2 * t / U := (one_le_div hU).mpr h
    have hcosh : ∃ y : ℝ, Real.cosh (2 * y) = 2 * t / U := by
      generalize 2 * t / U = c at hc
      -- the inverse hyperbolic cosine, written with a logarithm
      have hr : √(c ^ 2 - 1) ^ 2 = c ^ 2 - 1 := Real.sq_sqrt (by nlinarith)
      have hpos : 0 < c + √(c ^ 2 - 1) := by
        linarith [Real.sqrt_nonneg (c ^ 2 - 1)]
      have hinv : (c + √(c ^ 2 - 1))⁻¹ = c - √(c ^ 2 - 1) :=
        inv_eq_of_mul_eq_one_right (by linear_combination -hr)
      refine ⟨Real.log (c + √(c ^ 2 - 1)) / 2, ?_⟩
      rw [show 2 * (Real.log (c + √(c ^ 2 - 1)) / 2) = Real.log (c + √(c ^ 2 - 1)) by ring,
        Real.cosh_eq, Real.exp_neg, Real.exp_log hpos, hinv]
      ring
    obtain ⟨y, hy⟩ := hcosh
    refine ⟨y, ?_⟩
    rw [key, hy]
    push_cast
    rfl
```

## (h) Gram determinant on the branch

For \(t,U>0\) and \(\cos2z=2t/U\), show that the Gram determinant is \(1-(2t/U)^4\) and vanishes exactly when \(U=2t\).

By (b), the diagonal overlaps are 1 and the off-diagonal ones are \(\cos^22z\). The determinant is therefore \(1-\cos^42z=1-(2t/U)^4\). As \(2t/U\) is positive, its fourth power is 1 only if it is itself 1.

```lean
/-- For `t, U > 0` and `cos 2z = 2t/U`, the bilinear Gram determinant of the spin-swapped pair
is `1 - (2t/U)^4`, and it vanishes exactly when `U = 2t`. -/
theorem gramDet_branch (t U : ℝ) (ht : 0 < t) (hU : 0 < U) (z : ℂ)
    (hz : Complex.cos (2 * z) = 2 * t / U) :
    gramDet z = 1 - (2 * t / U : ℂ) ^ 4 ∧ (gramDet z = 0 ↔ U = 2 * t) := by
  have hg : gramDet z = 1 - (2 * t / U : ℂ) ^ 4 := by
    rw [← hz, gramDet, Matrix.det_fin_two_of]
    simp only [slater_overlap, sub_self, Complex.cos_zero, show z - -z = 2 * z by ring,
      show -z - z = -(2 * z) by ring, Complex.cos_neg]
    ring
  refine ⟨hg, ?_⟩
  rw [hg]
  constructor
  · intro h
    have h4 : (2 * t / U) ^ 4 = 1 := by exact_mod_cast (sub_eq_zero.mp h).symm
    have h1 : 2 * t / U = 1 :=
      (pow_eq_one_iff_of_nonneg (by positivity) (by norm_num)).mp h4
    rw [div_eq_iff hU.ne'] at h1
    linarith
  · intro h
    have h1 : 2 * t / U = 1 := by
      rw [div_eq_iff hU.ne']
      linarith
    have h2 : (2 * t / U : ℂ) = 1 := by exact_mod_cast h1
    rw [h2]
    norm_num
```

## (i) Coalescence

Under the same hypotheses, show that \(\Psi_{z,-z}=\Psi_{-z,z}\) exactly when \(U=2t\).

Equal states give a Gram matrix with equal rows, so its determinant is zero and (h) applies. Conversely, \(U=2t\) gives \(1=\cos2z=1-2\sin^2z\), hence \(\sin z=0\). The odd orbital drops out and \(\varphi_{-z}=\varphi_z\). This direction adds to (h), because a bilinear Gram determinant can vanish for linearly independent complex vectors.

```lean
/-- For `t, U > 0` and `cos 2z = 2t/U`, the two spin-swapped determinants are the same state
exactly when `U = 2t`. -/
theorem coalescence_iff (t U : ℝ) (ht : 0 < t) (hU : 0 < U) (z : ℂ)
    (hz : Complex.cos (2 * z) = 2 * t / U) :
    slater z (-z) = slater (-z) z ↔ U = 2 * t := by
  constructor
  · intro h
    refine (gramDet_branch t U ht hU z hz).2.mp ?_
    rw [gramDet, h, Matrix.det_fin_two_of]
    ring
  · intro h
    have h1 : 2 * t / U = 1 := by
      rw [div_eq_iff hU.ne']
      linarith
    have h2 : (2 * t / U : ℂ) = 1 := by exact_mod_cast h1
    rw [h2, Complex.cos_two_mul] at hz
    -- the odd orbital drops out
    have hs2 : Complex.sin z ^ 2 = 0 := by
      linear_combination Complex.sin_sq_add_cos_sq z - (1 / 2) * hz
    have hs : Complex.sin z = 0 := (pow_eq_zero_iff two_ne_zero).mp hs2
    have ho : orbital (-z) = orbital z := by
      simp [orbital, hs]
    funext i j
    simp only [slater, ho]

end

end HolomorphicHubbardDimer
```

```lean
#print axioms HolomorphicHubbardDimer.stationary_iff
#print axioms HolomorphicHubbardDimer.real_solution_iff
#print axioms HolomorphicHubbardDimer.imaginary_solution_iff
#print axioms HolomorphicHubbardDimer.coalescence_iff
```

```
'HolomorphicHubbardDimer.stationary_iff' depends on axioms: [propext, Classical.choice, Quot.sound]
'HolomorphicHubbardDimer.real_solution_iff' depends on axioms: [propext, Classical.choice, Quot.sound]
'HolomorphicHubbardDimer.imaginary_solution_iff' depends on axioms: [propext, Classical.choice, Quot.sound]
'HolomorphicHubbardDimer.coalescence_iff' depends on axioms: [propext, Classical.choice, Quot.sound]
```

## Both electrons in the same orbital

The derivative in (e) also treats \(w=z\), though this case is worked only by hand here. It becomes \(\sin2z\,(2t+U\cos2z)\), so for \(U>0\) the stationary points satisfy \(\sin2z=0\) or \(\cos2z=-2t/U\). For \(t>0\), the second branch has real angles exactly when \(U\ge2t\); when \(U>2t\), these solutions place unequal charge on the two sites.
